# The least depth V > 0 at which a one-dimensional Dirac square well of width a has a bounded state at E = −m satisfies aV → π as a → 0 at fixed m > 0

Take a massless Dirac particle in one dimension, in a well of depth V > 0 on [0, a], at energy zero, with ħ = c = 1. Its two real spinor components f and g obey

f′ = −Vg, g′ = Vf.

The pair (f, g) rotates at rate V. If f vanishes at the left wall, it first vanishes again after half a turn, so a second zero at the right wall needs at least aV = π. A mass changes the rotation rate, but its effect on aV fades as the well narrows.

## Critical depths for mass m ≥ 0

At energy E = −m, the edge of the negative continuum, the equations inside the well are

f′ = −Vg, g′ = (V − 2m)f, f(0) = f(a) = 0.

For V > 0, a nonzero solution exists exactly when V is one of

V_n = m + √(m² + (nπ/a)²), n = 1, 2, 3, …

The least is V_1, and aV_1 → π as a → 0⁺ at fixed m.

The wall conditions come from the exterior, where f′ = 0 and g′ = −2mf. For m > 0 a bounded solution needs f = 0 there, while g is constant. The state is therefore not normalisable on the full line, and its scale is arbitrary.

## Shooting for V_1 and narrowing the well

For a single particle in a one-dimensional square well, V_1 gives a relativistic solver an exact reference at the continuum edge. Start at f(0) = 0, g(0) = 1, integrate to a, and search for the least V > 0 at which f(a) = 0. For V > 2m the exact value is

f(a) = −(V/k) sin ka, k = √(V(V − 2m)).

If a narrow well stands in for a point interaction and m > 0, the critical strength aV_1 still depends on the width: at am = 0.1 it is about 3.243, not π.

## From two constants to the depths

Let V > 2m and define

P = kf cos kx + Vg sin kx
Q = kf sin kx − Vg cos kx.

Differentiating and inserting the equations gives

P′ = (V(V − 2m) − k²) f sin kx = 0
Q′ = (k² − V(V − 2m)) f cos kx = 0.

Since f(0) = 0, P = 0 and Q = −Vg(0) throughout. Then

kf = P cos kx + Q sin kx = −Vg(0) sin kx
Vg = P sin kx − Q cos kx = Vg(0) cos kx.

A nonzero solution has g(0) ≠ 0, so f(a) = 0 forces sin ka = 0. As ka > 0, ka = nπ with n ≥ 1. Conversely, f = −V sin kx and g = k cos kx solve the problem for these k.

For 0 < V ≤ 2m,

(fg)′ = −Vg² + (V − 2m)f² ≤ 0.

The product fg vanishes at both walls, so it is zero throughout, and so is its derivative. Both terms on the right are nonpositive, so g = 0. Then f′ = 0 and f = f(0) = 0: no state exists.

Squaring ka = nπ gives

(V − m)² = m² + (nπ/a)².

Since V > 2m ≥ m, the positive root applies, giving V_n. Conversely, V_n > 2m because the square root exceeds m. V_n increases with n, so V_1 is least. Finally, for a > 0,

aV_n = am + √((am)² + (nπ)²) → nπ.

```lean
import Mathlib

open Set Filter Topology
open scoped Real

namespace DiracSquareWellThreshold

noncomputable section

/-- A threshold state of a Dirac particle of mass `m` in a well of depth `V` on `[0, a]`:
a nonzero real solution of `f' = -V g`, `g' = (V - 2m) f` whose component `f` vanishes at
both walls. -/
structure IsThresholdState (m V a : ℝ) (f g : ℝ → ℝ) : Prop where
  upper : ∀ x ∈ Icc 0 a, HasDerivWithinAt f (-V * g x) (Icc 0 a) x
  lower : ∀ x ∈ Icc 0 a, HasDerivWithinAt g ((V - 2 * m) * f x) (Icc 0 a) x
  left : f 0 = 0
  right : f a = 0
  nonzero : ∃ x ∈ Icc 0 a, f x ≠ 0 ∨ g x ≠ 0

/-- A positive depth `V` is critical if the well of width `a` has a threshold state. -/
def IsCriticalDepth (m a V : ℝ) : Prop :=
  0 < V ∧ ∃ f g, IsThresholdState m V a f g

/-- The depth `m + √(m² + (nπ/a)²)`, for a well of width `a > 0`. -/
def criticalDepth (m a : ℝ) (n : ℕ) : ℝ :=
  m + Real.sqrt (m ^ 2 + (n * π / a) ^ 2)

/-- A quantity with zero derivative across the well keeps its value at the left wall. -/
theorem eq_left_of_deriv_zero {a : ℝ} {F : ℝ → ℝ} (ha : 0 < a)
    (h : ∀ x ∈ Icc 0 a, HasDerivWithinAt F 0 (Icc 0 a) x) :
    ∀ x ∈ Icc 0 a, F x = F 0 :=
  constant_of_derivWithin_zero (fun x hx => (h x hx).differentiableWithinAt)
    (fun x hx => (h x (Ico_subset_Icc_self hx)).derivWithin
      (uniqueDiffOn_Icc ha x (Ico_subset_Icc_self hx)))

/-- The derivatives of the standing waves `sin kx` and `cos kx`. -/
theorem hasDerivAt_waves (k x : ℝ) :
    HasDerivAt (fun y => Real.sin (k * y)) (Real.cos (k * x) * k) x ∧
    HasDerivAt (fun y => Real.cos (k * y)) (-Real.sin (k * x) * k) x :=
  ⟨((hasDerivAt_id' x).const_mul k).sin.congr_deriv (by ring),
    ((hasDerivAt_id' x).const_mul k).cos.congr_deriv (by ring)⟩

/-- If `V > 0`, `a > 0` and `k² = V(V - 2m)`, a threshold state satisfies `k f(x) = -V g(0) sin kx`
and `g(x) = g(0) cos kx` on `[0, a]`. -/
theorem IsThresholdState.standing_wave {m V a k : ℝ} {f g : ℝ → ℝ} (hV : 0 < V)
    (ha : 0 < a) (hk : k ^ 2 = V * (V - 2 * m)) (h : IsThresholdState m V a f g) :
    ∀ x ∈ Icc 0 a, k * f x = -V * g 0 * Real.sin (k * x) ∧
      g x = g 0 * Real.cos (k * x) := by
  -- two combinations of the components are constant across the well
  have hP := eq_left_of_deriv_zero
    (F := fun y => k * f y * Real.cos (k * y) + V * g y * Real.sin (k * y)) ha
    (fun x hx => ((((h.upper x hx).const_mul k).fun_mul
      (hasDerivAt_waves k x).2.hasDerivWithinAt).fun_add
      (((h.lower x hx).const_mul V).fun_mul
      (hasDerivAt_waves k x).1.hasDerivWithinAt)).congr_deriv
      (by linear_combination (-(f x * Real.sin (k * x))) * hk))
  have hQ := eq_left_of_deriv_zero
    (F := fun y => k * f y * Real.sin (k * y) - V * g y * Real.cos (k * y)) ha
    (fun x hx => ((((h.upper x hx).const_mul k).fun_mul
      (hasDerivAt_waves k x).1.hasDerivWithinAt).fun_sub
      (((h.lower x hx).const_mul V).fun_mul
      (hasDerivAt_waves k x).2.hasDerivWithinAt)).congr_deriv
      (by linear_combination (f x * Real.cos (k * x)) * hk))
  intro x hx
  have p := hP x hx
  have q := hQ x hx
  simp only [h.left, mul_zero, zero_mul, Real.sin_zero, Real.cos_zero, add_zero] at p q
  have t := Real.sin_sq_add_cos_sq (k * x)
  constructor
  · linear_combination Real.cos (k * x) * p + Real.sin (k * x) * q - k * f x * t
  · apply mul_left_cancel₀ hV.ne'
    linear_combination Real.sin (k * x) * p - Real.cos (k * x) * q - V * g x * t

/-- A well of depth `0 < V ≤ 2m` has no threshold state. -/
theorem no_threshold_state_of_shallow {m V a : ℝ} (ha : 0 < a) (hV : 0 < V)
    (hVm : V ≤ 2 * m) : ¬ ∃ f g, IsThresholdState m V a f g := by
  rintro ⟨f, g, h⟩
  have hd : ∀ x ∈ Icc 0 a, HasDerivWithinAt (fun y => f y * g y)
      (-V * g x ^ 2 + (V - 2 * m) * f x ^ 2) (Icc 0 a) x := fun x hx =>
    ((h.upper x hx).fun_mul (h.lower x hx)).congr_deriv (by ring)
  -- the product `f g` cannot increase, and it vanishes at both walls
  have anti : AntitoneOn (fun y => f y * g y) (Icc 0 a) :=
    antitoneOn_of_hasDerivWithinAt_nonpos (convex_Icc 0 a)
      (fun x hx => (hd x hx).continuousWithinAt)
      (fun x hx => (hd x (interior_subset hx)).mono interior_subset)
      (fun x _ => by
        nlinarith [mul_nonneg hV.le (sq_nonneg (g x)),
          mul_nonneg (sub_nonneg.2 hVm) (sq_nonneg (f x))])
  have zero : ∀ x ∈ Icc 0 a, f x * g x = 0 := by
    intro x hx
    have l := anti (left_mem_Icc.2 ha.le) hx hx.1
    have r := anti hx (right_mem_Icc.2 ha.le) hx.2
    simp only [h.left, h.right, zero_mul] at l r
    exact le_antisymm l r
  have gz : ∀ x ∈ Icc 0 a, g x = 0 := by
    intro x hx
    have hu := uniqueDiffOn_Icc ha x hx
    have h0 : HasDerivWithinAt (fun y => f y * g y) 0 (Icc 0 a) x :=
      (hasDerivWithinAt_const x (Icc 0 a) (0 : ℝ)).congr zero (zero x hx)
    have e := ((hd x hx).derivWithin hu).symm.trans (h0.derivWithin hu)
    have hg : V * g x ^ 2 = 0 := le_antisymm
      (by nlinarith [mul_nonneg (sub_nonneg.2 hVm) (sq_nonneg (f x))]) (by positivity)
    simpa [hV.ne'] using hg
  have fz := eq_left_of_deriv_zero ha
    (fun x hx => (h.upper x hx).congr_deriv (by rw [gz x hx, mul_zero]))
  obtain ⟨x, hx, hne⟩ := h.nonzero
  exact hne.elim (fun hf => hf ((fz x hx).trans h.left)) (fun hg => hg (gz x hx))

/-- For `V > 2m`, a threshold state exists exactly when `a √(V(V - 2m))` is a positive
integer multiple of `π`. -/
theorem exists_threshold_state_iff {m V a : ℝ} (hm : 0 ≤ m) (ha : 0 < a)
    (hVm : 2 * m < V) : (∃ f g, IsThresholdState m V a f g) ↔
      ∃ n : ℕ, 0 < n ∧ a * Real.sqrt (V * (V - 2 * m)) = n * π := by
  have hV : 0 < V := by linarith
  have hpos : 0 < V * (V - 2 * m) := mul_pos hV (by linarith)
  obtain ⟨k, hkdef⟩ : ∃ k, k = Real.sqrt (V * (V - 2 * m)) := ⟨_, rfl⟩
  have hk : 0 < k := by rw [hkdef]; exact Real.sqrt_pos.2 hpos
  have hk2 : k ^ 2 = V * (V - 2 * m) := by rw [hkdef, Real.sq_sqrt hpos.le]
  rw [← hkdef]
  constructor
  · rintro ⟨f, g, h⟩
    have cf := h.standing_wave hV ha hk2
    have g0 : g 0 ≠ 0 := by
      intro h0
      obtain ⟨x, hx, hne⟩ := h.nonzero
      obtain ⟨e1, e2⟩ := cf x hx
      rw [h0, mul_zero, zero_mul] at e1
      rw [h0, zero_mul] at e2
      exact hne.elim (fun hf => hf ((mul_eq_zero.1 e1).resolve_left hk.ne'))
        (fun hg => hg e2)
    -- the right wall quantises the wave number
    have hs : V * g 0 * Real.sin (k * a) = 0 := by
      have e := (cf a (right_mem_Icc.2 ha.le)).1
      rw [h.right] at e
      linear_combination e
    obtain ⟨n, hn⟩ := Real.sin_eq_zero_iff.1
      ((mul_eq_zero.1 hs).resolve_left (mul_ne_zero hV.ne' g0))
    have hnp : 0 < (n : ℝ) * π := by rw [hn]; exact mul_pos hk ha
    have hn0 : 0 < n := by exact_mod_cast (mul_pos_iff_of_pos_right Real.pi_pos).1 hnp
    lift n to ℕ using hn0.le
    rw [Int.cast_natCast] at hn
    exact ⟨n, by exact_mod_cast hn0, by linear_combination -hn⟩
  · rintro ⟨n, -, e⟩
    refine ⟨fun x => -V * Real.sin (k * x), fun x => k * Real.cos (k * x), ?_, ?_, ?_, ?_, ?_⟩
    · exact fun x _ => ((hasDerivAt_waves k x).1.const_mul (-V)).hasDerivWithinAt.congr_deriv
        (by ring)
    · exact fun x _ => ((hasDerivAt_waves k x).2.const_mul k).hasDerivWithinAt.congr_deriv
        (by linear_combination (-Real.sin (k * x)) * hk2)
    · simp
    · rw [mul_comm k a, e, Real.sin_nat_mul_pi, mul_zero]
    · exact ⟨0, left_mem_Icc.2 ha.le, Or.inr (by simpa using hk.ne')⟩

/-- The critical depths are exactly `m + √(m² + (nπ/a)²)` with `n = 1, 2, 3, …`. -/
theorem isCriticalDepth_iff {m a V : ℝ} (hm : 0 ≤ m) (ha : 0 < a) :
    IsCriticalDepth m a V ↔ ∃ n : ℕ, 0 < n ∧ V = criticalDepth m a n := by
  constructor
  · rintro ⟨hV, h⟩
    have hVm : 2 * m < V := by
      by_contra hc
      exact no_threshold_state_of_shallow ha hV (not_lt.1 hc) h
    obtain ⟨n, hn, e⟩ := (exists_threshold_state_iff hm ha hVm).1 h
    have hq : Real.sqrt (V * (V - 2 * m)) = n * π / a := by
      rw [eq_div_iff ha.ne']
      linear_combination e
    have hsq := Real.sq_sqrt (mul_pos hV (sub_pos.2 hVm)).le
    rw [hq] at hsq
    have hc : m ^ 2 + (n * π / a) ^ 2 = (V - m) ^ 2 := by linear_combination hsq
    refine ⟨n, hn, ?_⟩
    rw [criticalDepth, hc, Real.sqrt_sq (by linarith)]
    ring
  · rintro ⟨n, hn, hVn⟩
    have hq : 0 < n * π / a := div_pos (mul_pos (Nat.cast_pos.2 hn) Real.pi_pos) ha
    have hS : m < Real.sqrt (m ^ 2 + (n * π / a) ^ 2) :=
      (Real.lt_sqrt hm).2 (by linarith [pow_pos hq 2])
    have hS2 := Real.sq_sqrt (add_nonneg (sq_nonneg m) (sq_nonneg (n * π / a)))
    rw [criticalDepth] at hVn
    have hVm : 2 * m < V := by linarith
    have hprod : V * (V - 2 * m) = (n * π / a) ^ 2 := by
      rw [hVn]
      linear_combination hS2
    refine ⟨by linarith, (exists_threshold_state_iff hm ha hVm).2 ⟨n, hn, ?_⟩⟩
    rw [hprod, Real.sqrt_sq hq.le]
    field_simp

/-- The least critical depth of a well of width `a` is `m + √(m² + (π/a)²)`. -/
theorem isLeast_criticalDepth {m a : ℝ} (hm : 0 ≤ m) (ha : 0 < a) :
    IsLeast {V | IsCriticalDepth m a V} (criticalDepth m a 1) := by
  refine ⟨(isCriticalDepth_iff hm ha).2 ⟨1, one_pos, rfl⟩, ?_⟩
  intro V hV
  obtain ⟨n, hn, rfl⟩ := (isCriticalDepth_iff hm ha).1 hV
  have hn1 : 1 ≤ n := hn
  unfold criticalDepth
  gcongr

/-- As `a` tends to zero from above at fixed `m`, `a * criticalDepth m a n` tends to `nπ`. -/
theorem tendsto_width_mul_criticalDepth (m : ℝ) (n : ℕ) :
    Tendsto (fun a => a * criticalDepth m a n) (𝓝[>] 0) (𝓝 (n * π)) := by
  have hc : Continuous (fun a : ℝ => a * m + Real.sqrt ((a * m) ^ 2 + (n * π) ^ 2)) := by
    fun_prop
  have e : 0 * m + Real.sqrt ((0 * m) ^ 2 + (n * π) ^ 2) = n * π := by
    rw [zero_mul, zero_add, zero_pow two_ne_zero, zero_add, Real.sqrt_sq (by positivity)]
  have h0 : Tendsto (fun a : ℝ => a * m + Real.sqrt ((a * m) ^ 2 + (n * π) ^ 2))
      (𝓝[>] 0) (𝓝 (n * π)) := by
    simpa only [e] using (hc.tendsto 0).mono_left (nhdsWithin_le_nhds (s := Ioi 0))
  refine h0.congr' ?_
  filter_upwards [self_mem_nhdsWithin] with a ha
  have ha' : 0 < a := ha
  -- pull the width out of the square root
  have hs : (a * m) ^ 2 + (n * π) ^ 2 = a ^ 2 * (m ^ 2 + (n * π / a) ^ 2) := by
    field_simp
  rw [hs, Real.sqrt_mul (sq_nonneg a), Real.sqrt_sq ha'.le, criticalDepth]
  ring

/-- If `Vc a` is the least critical depth at each width `a > 0`, then `a * Vc a` tends to `π`
as `a` tends to zero from above. -/
theorem tendsto_width_mul_least_depth {m : ℝ} (hm : 0 ≤ m) {Vc : ℝ → ℝ}
    (h : ∀ a, 0 < a → IsLeast {V | IsCriticalDepth m a V} (Vc a)) :
    Tendsto (fun a => a * Vc a) (𝓝[>] 0) (𝓝 π) := by
  have t := tendsto_width_mul_criticalDepth m 1
  simp only [Nat.cast_one, one_mul] at t
  refine t.congr' ?_
  filter_upwards [self_mem_nhdsWithin] with a ha
  rw [(h a ha).unique (isLeast_criticalDepth hm ha)]

end

end DiracSquareWellThreshold
```

```lean
#print axioms DiracSquareWellThreshold.tendsto_width_mul_least_depth
-- 'DiracSquareWellThreshold.tendsto_width_mul_least_depth' depends on axioms: [propext, Classical.choice, Quot.sound]
```

## Threshold states and depths in Lean

`IsThresholdState` encodes the equations, the wall conditions and nonvanishing somewhere on [0, a]. `HasDerivWithinAt` makes the derivatives one-sided at the walls. `IsCriticalDepth` adds V > 0, and `criticalDepth m a n` is V_n. `IsLeast` says that V_1 is critical and no critical depth is smaller. The last theorem takes any function `Vc` giving the least critical depth at each positive width; `𝓝[>] 0` means a → 0⁺.

In `standing_wave`, `hP` and `hQ` are the constancy of P and Q, and `linear_combination` does the trigonometric algebra. `no_threshold_state_of_shallow` uses the monotone product fg. `exists_threshold_state_iff` turns the zero of the sine into a positive integer, and `isCriticalDepth_iff` completes the square. `gcongr` supplies monotonicity in n; the limit follows from continuity after a is moved inside the root.

The wall conditions are assumed, including at m = 0, where the exterior argument fails. The theorems concern exact solutions at E = −m in a sharp-edged well; they do not treat how levels move with V, smooth potentials, three dimensions or discretisation error.
